# Milne's relation from photoionization–recombination balance at one electron speed

Take the ground level of hydrogen, with ionization energy $I=1/2$, and a free electron of speed $v=1$, in atomic units with temperature measured as an energy. The photon that connects them has energy $w=I+v^2/2=1$. The level has statistical weight 2 from the electron spin and the bare proton has weight 1, with the nuclear spin left out of both. Let matter and radiation be in equilibrium at one temperature $T$, chosen so that $e^{w/T}=2$. A photon mode then holds $N=1/(2-1)=1$ photon on average.

Let $s$ be the photoionization cross-section, $r$ the recombination cross-section and $c$ the speed of light. The rates derived below, per atom and per unit electron speed, are $s/(\pi^2c^2)$ for ionization and $\tfrac12\cdot\tfrac12(1+N)\,r/\pi^2=r/(2\pi^2)$ for recombination, where the first $\tfrac12$ is the ratio of the weights of ion and atom. Balance therefore means $r=2s/c^2$. At the temperature where $e^{w/T}=3$, $N=1/2$ and the rates are $s/(2\pi^2c^2)$ and $\tfrac12\cdot\tfrac13\cdot\tfrac32\,r/\pi^2=r/(4\pi^2)$. The condition is again $r=2s/c^2$. Without the stimulated part $N$ in $1+N$, the two temperatures would demand $4s/c^2$ and $3s/c^2$.

## A common temperature, built into the rates

The strongest physical assumption sits in the definitions: radiation, electron speeds and degree of ionization all share one $T$.

```lean
import Mathlib

open Real

namespace MilneRelation

noncomputable section

/-- Energy of the photon that frees an electron of speed `v` from a level with
ionization energy `I`, in atomic units. -/
def photonEnergy (I v : ℝ) : ℝ := I + v ^ 2 / 2

/-- Planck occupation number of a photon mode of energy `w` at temperature `T`. -/
def planck (T w : ℝ) : ℝ := 1 / (exp (w / T) - 1)

/-- Saha factor: electron density times ion density over atom density, for
statistical weights `gA` of the atom and `gI` of the ion. -/
def saha (gA gI I T : ℝ) : ℝ :=
  (2 * gI / gA) * (T / (2 * π)) ^ (3 / 2 : ℝ) * exp (-I / T)

/-- Maxwell distribution of electron speeds. -/
def maxwell (T v : ℝ) : ℝ :=
  4 * π * v ^ 2 * (2 * π * T) ^ (-(3 / 2) : ℝ) * exp (-v ^ 2 / (2 * T))
```

`planck` is the occupation $N=1/(e^{w/T}-1)$. With weights $g_A$ for the atomic level and $g_I$ for the ion, `saha` is the equilibrium ratio of electron density times ion density to atom density,
$$S=\frac{2g_I}{g_A}\Big(\frac{T}{2\pi}\Big)^{3/2}e^{-I/T},$$
where the 2 counts electron spin. `maxwell` is the speed distribution
$$M=4\pi v^2(2\pi T)^{-3/2}e^{-v^2/(2T)}.$$

```lean
/-- Photoionization rate per atom and per unit electron speed in a Planck field,
for photoionization cross-section `s`. -/
def ionizationRate (c I T v s : ℝ) : ℝ :=
  s * photonEnergy I v ^ 2 * planck T (photonEnergy I v) * v / (π ^ 2 * c ^ 2)

/-- Spontaneous recombination rate per atom and per unit electron speed, at Saha
densities, for recombination cross-section `r`. -/
def spontaneousRate (gA gI I T v r : ℝ) : ℝ :=
  saha gA gI I T * maxwell T v * v * r

/-- Recombination rate with spontaneous and stimulated emission together. -/
def recombinationRate (gA gI I T v r : ℝ) : ℝ :=
  spontaneousRate gA gI I T v r * (1 + planck T (photonEnergy I v))

/-- The recombination cross-section that Milne's relation assigns to the
photoionization cross-section `s`. -/
def milne (gA gI c I v s : ℝ) : ℝ :=
  (gA / gI) * (photonEnergy I v / (c * v)) ^ 2 * s
```

The photon flux per unit energy is $w^2N/(\pi^2c^2)$. Since $dw=v\,dv$, the ionization rate per unit electron speed is $s\,w^2Nv/(\pi^2c^2)$. Forgetting this factor $v$ leaves the recombination cross-section wrong by a factor $1/v$. Recombination runs at $SMvr(1+N)$, the 1 standing for spontaneous and the $N$ for stimulated emission. With different temperatures for matter and radiation, the Boltzmann factors below would no longer match.

The model has one bound level, nonrelativistic and nondegenerate electrons, and no recoil of the ion. The cross-sections are given numbers, not computed from wavefunctions.

## Positive ionization energy and the photon occupation

The hypothesis $I>0$ says that the level is bound. By hand it serves to make $w>0$, so that $e^{w/T}>1$ and $N$ is finite and positive. If $w$ were zero, the Planck occupation would diverge.

```lean
/-- The Planck occupation number is positive. -/
theorem planck_pos {T w : ℝ} (hT : 0 < T) (hw : 0 < w) : 0 < planck T w := by
  have hE : 1 < exp (w / T) := Real.one_lt_exp_iff.2 (div_pos hw hT)
  exact one_div_pos.2 (sub_pos.2 hE)
```

With $E=e^{w/T}$ we have $N=1/(E-1)$ and $1+N=E/(E-1)$, hence
$$N=e^{-w/T}(1+N).$$

```lean
/-- At positive temperature and photon energy, the Planck occupation number equals the Boltzmann
factor times one plus the occupation number. -/
theorem planck_eq_boltzmann_mul {T w : ℝ} (hT : 0 < T) (hw : 0 < w) :
    planck T w = exp (-w / T) * (1 + planck T w) := by
  have hE : 1 < exp (w / T) := Real.one_lt_exp_iff.2 (div_pos hw hT)
  unfold planck
  rw [neg_div, Real.exp_neg]
  generalize exp (w / T) = E at *
  have h1 : E - 1 ≠ 0 := (sub_pos.2 hE).ne'
  have h0 : E ≠ 0 := by linarith [hE] |> fun h : 0 < E => h.ne'
  field_simp
  ring
```

`planck_eq_boltzmann_mul` replaces the exponential by a variable `E`, records $E-1\neq0$ and $E\neq0$, and clears denominators with `field_simp`. Both lemmas take $w>0$ directly; the later theorems obtain it from $I>0$.

## Positive temperature and the cancelling powers

By hand, $T>0$ allows the two fractional powers to be combined:
$$\Big(\frac{T}{2\pi}\Big)^{3/2}(2\pi T)^{-3/2}=\Big(\frac{1}{4\pi^2}\Big)^{3/2}=\frac{1}{8\pi^3}.$$
The exponents add to $-(I+v^2/2)/T=-w/T$, and the prefactors give $8\pi v^2/(8\pi^3)=v^2/\pi^2$. Therefore
$$SM=\frac{g_I}{g_A}\frac{v^2}{\pi^2}e^{-w/T}.$$

```lean
/-- In the product of Saha factor and Maxwell distribution the powers of the
temperature cancel, and a Boltzmann factor of the photon energy remains. -/
theorem saha_mul_maxwell {gA gI T : ℝ} (I v : ℝ) (hA : 0 < gA) (hT : 0 < T) :
    saha gA gI I T * maxwell T v
      = gI / gA * v ^ 2 / π ^ 2 * exp (-photonEnergy I v / T) := by
  have hπ := Real.pi_pos
  -- the two thermal factors combine to a pure number
  have hp : (T / (2 * π)) ^ (3 / 2 : ℝ) * (2 * π * T) ^ (-(3 / 2) : ℝ)
      = (1 / (2 * π)) ^ 3 := by
    have hb : T / (2 * π) / (2 * π * T) = (1 / (2 * π)) ^ (2 : ℝ) := by
      rw [Real.rpow_two]
      field_simp
    rw [Real.rpow_neg (by positivity), ← div_eq_mul_inv,
      ← Real.div_rpow (by positivity) (by positivity), hb,
      ← Real.rpow_mul (by positivity),
      show (2 : ℝ) * (3 / 2) = ((3 : ℕ) : ℝ) by norm_num, Real.rpow_natCast]
  -- ionization energy and kinetic energy add up to the photon energy
  have he : exp (-I / T) * exp (-v ^ 2 / (2 * T)) = exp (-photonEnergy I v / T) := by
    rw [← Real.exp_add]
    congr 1
    unfold photonEnergy
    field_simp
    ring
  calc saha gA gI I T * maxwell T v
      = (2 * gI / gA) * (4 * π * v ^ 2)
        * ((T / (2 * π)) ^ (3 / 2 : ℝ) * (2 * π * T) ^ (-(3 / 2) : ℝ))
        * (exp (-I / T) * exp (-v ^ 2 / (2 * T))) := by
        unfold saha maxwell
        ring
    _ = _ := by
        rw [hp, he]
        generalize exp (-photonEnergy I v / T) = e
        field_simp
        ring
```

In the proof, `hp` is the cancellation of powers and `he` the addition of exponents. The rules for real powers require nonnegative bases, which `positivity` supplies from $T>0$. At $T=0$ there is no thermal distribution to combine.

## Positive weights, light speed and electron speed

The weights count degenerate states, so they are positive for any real level. The constant $c$ sets the density of photon modes. The condition $v>0$ means that the electron leaves with some kinetic energy.

Inserting the two identities, the ionization rate becomes
$$\frac{s\,w^2v}{\pi^2c^2}e^{-w/T}(1+N),$$
and the recombination rate becomes
$$\frac{g_I}{g_A}\frac{v^3}{\pi^2}e^{-w/T}(1+N)\,r.$$
Their difference is
$$\underbrace{\frac{g_I}{g_A}\frac{v^3}{\pi^2}e^{-w/T}(1+N)}_{K}\left[\frac{g_A}{g_I}\Big(\frac{w}{cv}\Big)^2s-r\right].$$

```lean
/-- The net ionization rate is proportional to the difference between the Milne
cross-section and the actual recombination cross-section. -/
theorem net_rate {gA gI c I T v : ℝ} (s r : ℝ) (hA : 0 < gA) (hI : 0 < gI)
    (hc : 0 < c) (hi : 0 < I) (hT : 0 < T) (hv : 0 < v) :
    ionizationRate c I T v s - recombinationRate gA gI I T v r
      = saha gA gI I T * maxwell T v * v * (1 + planck T (photonEnergy I v))
        * (milne gA gI c I v s - r) := by
  have hw : 0 < photonEnergy I v := by unfold photonEnergy; positivity
  have hN := planck_eq_boltzmann_mul hT hw
  have hπ := Real.pi_pos
  unfold ionizationRate recombinationRate spontaneousRate milne
  rw [saha_mul_maxwell I v hA hT]
  generalize exp (-photonEnergy I v / T) = e at *
  generalize planck T (photonEnergy I v) = N at *
  generalize photonEnergy I v = w at *
  have key : s * w ^ 2 * N * v / (π ^ 2 * c ^ 2)
      = gI / gA * v ^ 2 / π ^ 2 * e * v * (1 + N) * (gA / gI * (w / (c * v)) ^ 2 * s) := by
    calc s * w ^ 2 * N * v / (π ^ 2 * c ^ 2)
        = s * w ^ 2 * (e * (1 + N)) * v / (π ^ 2 * c ^ 2) := by rw [← hN]
      _ = _ := by field_simp
  rw [key]
  ring
```

`net_rate` is this factorisation, with $K$ written through `saha` and `maxwell`. Its step `key` brings the ionization rate to the common form; there `field_simp` cancels $g_I/g_A$ against $g_A/g_I$ and $v^2$ against $1/v^2$.

Since $K>0$, the rates agree exactly when the bracket vanishes.

```lean
/-- **Milne's relation**: photoionization balances spontaneous and stimulated recombination at
electron speed `v` exactly when `r = (gA/gI) (w/(c v))² s`, where `w` is the photon energy
`photonEnergy I v`. -/
theorem balance_iff_milne {gA gI c I T v : ℝ} (s r : ℝ) (hA : 0 < gA) (hI : 0 < gI)
    (hc : 0 < c) (hi : 0 < I) (hT : 0 < T) (hv : 0 < v) :
    ionizationRate c I T v s = recombinationRate gA gI I T v r
      ↔ r = (gA / gI) * (photonEnergy I v / (c * v)) ^ 2 * s := by
  have hw : 0 < photonEnergy I v := by unfold photonEnergy; positivity
  have hN := planck_pos hT hw
  have hπ := Real.pi_pos
  have hK : saha gA gI I T * maxwell T v * v * (1 + planck T (photonEnergy I v)) ≠ 0 := by
    rw [saha_mul_maxwell I v hA hT]
    positivity
  change _ ↔ r = milne gA gI c I v s
  rw [← sub_eq_zero, net_rate s r hA hI hc hi hT hv, mul_eq_zero, or_iff_right hK,
    sub_eq_zero, eq_comm]
```

In words, `balance_iff_milne` says: for positive $g_A,g_I,c,I,T,v$ and any real $s,r$, the two rates are equal if and only if $r=(g_A/g_I)(w/(cv))^2s$. The fact `hK` expresses $K\neq0$, and `or_iff_right` uses it to discard the first factor of the vanishing product. The theorem is an equivalence: that balance holds at each speed separately is the physical principle of detailed balance, which enters as a condition.

At $v=0$ the equivalence fails: both rates vanish whatever $r$ is, while the right-hand side, where Lean sets the undefined quotient $w/(cv)$ to zero, reads $r=0$. With $g_I=0$ recombination would vanish too, and the weight ratio would be undefined.

## Balance at one temperature

The Milne value contains no $T$. If a pair $s,r$ balances at one positive temperature, it therefore balances at every other, with $v$ held fixed.

```lean
/-- Cross-sections that balance at one temperature balance at every temperature. -/
theorem balance_all_temperatures {gA gI c I T T' v s r : ℝ} (hA : 0 < gA) (hI : 0 < gI)
    (hc : 0 < c) (hi : 0 < I) (hT : 0 < T) (hT' : 0 < T') (hv : 0 < v)
    (hb : ionizationRate c I T v s = recombinationRate gA gI I T v r) :
    ionizationRate c I T' v s = recombinationRate gA gI I T' v r :=
  (balance_iff_milne s r hA hI hc hi hT' hv).2
    ((balance_iff_milne s r hA hI hc hi hT hv).1 hb)
```

The proof uses the equivalence in one direction at $T$ and in the other at $T'$.

One use of the relation in plasma and nebular calculations is the following: one takes photoionization cross-sections, for example from an electronic-structure calculation, evaluates $r$ at $w=I+v^2/2$ for each level, and averages $vr$ over the electron speeds to obtain a spontaneous recombination coefficient, within the nonrelativistic model used here.

## Stimulated recombination and a positive cross-section

Suppose that only spontaneous recombination is kept. The balance $s\,w^2Nv/(\pi^2c^2)=SMvr$ is the full balance for the rescaled cross-section $r/(1+N)$, so
$$r=\frac{g_A}{g_I}\Big(\frac{w}{cv}\Big)^2s\,(1+N).$$

```lean
/-- Without stimulated recombination, balance would require the Milne cross-section
multiplied by one plus the photon occupation number. -/
theorem spontaneous_balance {gA gI c I T v s r : ℝ} (hA : 0 < gA) (hI : 0 < gI)
    (hc : 0 < c) (hi : 0 < I) (hT : 0 < T) (hv : 0 < v)
    (hb : ionizationRate c I T v s = spontaneousRate gA gI I T v r) :
    r = milne gA gI c I v s * (1 + planck T (photonEnergy I v)) := by
  have hw : 0 < photonEnergy I v := by unfold photonEnergy; positivity
  have hN : 1 + planck T (photonEnergy I v) ≠ 0 := by linarith [planck_pos hT hw] |>
    fun h : 0 < 1 + planck T (photonEnergy I v) => h.ne'
  -- absorb the missing factor into a rescaled cross-section
  have h1 : ionizationRate c I T v s
      = recombinationRate gA gI I T v (r / (1 + planck T (photonEnergy I v))) := by
    rw [hb]
    unfold recombinationRate spontaneousRate
    rw [mul_assoc _ (r / _), div_mul_cancel₀ r hN]
  exact (div_eq_iff hN).1 ((balance_iff_milne s _ hA hI hc hi hT hv).1 h1)
```

The proof makes the same rescaling in `h1` and then applies `balance_iff_milne`. The required $r$ now depends on temperature through $N$, although a cross-section at fixed speed should not.

```lean
/-- Without stimulated recombination, fixed cross-sections with `s > 0` cannot
balance at two different temperatures. -/
theorem spontaneous_balance_unique {gA gI c I T T' v s r : ℝ} (hA : 0 < gA)
    (hI : 0 < gI) (hc : 0 < c) (hi : 0 < I) (hT : 0 < T) (hT' : 0 < T') (hv : 0 < v)
    (hs : 0 < s) (hb : ionizationRate c I T v s = spontaneousRate gA gI I T v r)
    (hb' : ionizationRate c I T' v s = spontaneousRate gA gI I T' v r) : T = T' := by
  have hw : 0 < photonEnergy I v := by unfold photonEnergy; positivity
  have hm : milne gA gI c I v s ≠ 0 := by unfold milne; positivity
  have h1 := mul_left_cancel₀ hm ((spontaneous_balance hA hI hc hi hT hv hb).symm.trans
    (spontaneous_balance hA hI hc hi hT' hv hb'))
  have h2 : planck T (photonEnergy I v) = planck T' (photonEnergy I v) := by linarith
  -- equal occupation numbers mean equal temperatures
  unfold planck at h2
  rw [one_div, one_div] at h2
  have h3 := inv_injective h2
  have h4 := Real.exp_injective (sub_left_injective h3)
  rw [div_eq_div_iff hT.ne' hT'.ne'] at h4
  exact (mul_left_cancel₀ hw.ne' h4).symm
```

Here $s>0$ enters as a hypothesis: the level can actually be ionized at this photon energy. By hand, equal $r$ at $T$ and $T'$ gives equal $1+N$ after division by the nonzero Milne value. Equal occupations give equal $e^{w/T}$, hence $T=T'$. The proof follows this order, with `hm` for the division and the injectivity of the inverse and the exponential for the rest. If $s=0$, then $r=0$ balances at all temperatures and the conclusion fails.

## An inverse-cube cross-section

Let the photoionization cross-section fall from $s_0$ at threshold as $s=s_0(I/w)^3$. For $v\neq0$, two of the three powers of $w$ cancel in the Milne value:
$$r=\frac{g_A}{g_I}\frac{w^2}{c^2v^2}\,\frac{s_0I^3}{w^3}=\frac{g_A}{g_I}\,\frac{s_0I^3}{c^2v^2w}.$$

```lean
/-- For a photoionization cross-section falling from `s₀` at threshold as the inverse
cube of the photon energy, the Milne cross-section varies as `1 / (v² w)`. -/
theorem milne_inverse_cube {I v : ℝ} (gA gI c s₀ : ℝ) (hi : 0 < I) :
    milne gA gI c I v (s₀ * (I / photonEnergy I v) ^ 3)
      = (gA / gI) * s₀ * I ^ 3 / (c ^ 2 * v ^ 2 * photonEnergy I v) := by
  have hw : photonEnergy I v ≠ 0 := by
    have : 0 < photonEnergy I v := by unfold photonEnergy; positivity
    exact this.ne'
  unfold milne
  generalize photonEnergy I v = w at *
  have h1 : w ^ 2 * (w⁻¹) ^ 3 = w⁻¹ := by field_simp
  calc gA / gI * (w / (c * v)) ^ 2 * (s₀ * (I / w) ^ 3)
      = gA / gI * s₀ * I ^ 3 * (c⁻¹ ^ 2 * v⁻¹ ^ 2) * (w ^ 2 * (w⁻¹) ^ 3) := by
        simp only [div_eq_mul_inv, mul_inv]
        ring
    _ = _ := by
        rw [h1]
        simp only [div_eq_mul_inv, mul_inv, inv_pow]
        ring

end

end MilneRelation
```

The only hypothesis is $I>0$, which keeps $w$ away from zero; `h1` is the cancellation $w^2\cdot w^{-3}=w^{-1}$. Slow electrons are captured preferentially: $r$ grows as $1/v^2$ when $v\to0$, because $w$ then tends to the constant $I$.

```lean
#print axioms MilneRelation.balance_iff_milne
#print axioms MilneRelation.balance_all_temperatures
#print axioms MilneRelation.spontaneous_balance_unique
#print axioms MilneRelation.milne_inverse_cube
```

```
'MilneRelation.balance_iff_milne' depends on axioms: [propext, Classical.choice, Quot.sound]
'MilneRelation.balance_all_temperatures' depends on axioms: [propext, Classical.choice, Quot.sound]
'MilneRelation.spontaneous_balance_unique' depends on axioms: [propext, Classical.choice, Quot.sound]
'MilneRelation.milne_inverse_cube' depends on axioms: [propext, Classical.choice, Quot.sound]
```
